# Stoner criterion in a rigid-band model with one moment variable: zero moment is a strict local energy minimum for $ID<1$ and a strict local maximum for $ID>1$

A calculation for a metal that forces equal spin populations can converge cleanly to a state that lowers its energy as soon as a small moment is allowed. The vanishing derivative at zero moment gives no warning, because spin-reversal symmetry makes it vanish in the stable case too. The Stoner criterion is supposed to tell the two cases apart: with $D$ the density of states per spin at the Fermi level and $I$ the exchange parameter, normalised so that a difference $M$ between the spin populations gains the exchange energy $IM^2/4$, the unpolarized state, tested against a small uniform moment, is stable for $ID<1$ and unstable for $ID>1$. I usually see this justified by a second-order expansion with the remainder left out. Can it be stated precisely, proved rigorously and checked by machine?

## The curvature at zero moment

Yes, for the usual model energy. Let $T(n)$ be the band energy of one spin channel with occupation $n$, let $n_0$ be the occupation per spin without polarization, and let $M$ be the difference between the up and down occupations. At fixed total occupation $2n_0$,

$$E(M)=T(n_0+M/2)+T(n_0-M/2)-\frac{I M^2}{4}.$$

The constant $I$ is postulated. It stands for the exchange energy gained by aligning spins, taken as quadratic in $M$.

The Fermi level of a channel, measured on the band without its exchange shift, is $\mu=T'$. Raising it by $d\mu$ adds $dn=D\,d\mu$ electrons, so $\mu'(n_0)=1/D$, with $D>0$. Differentiating $E$ gives

$$B(M)=E'(M)=\frac{\mu(n_0+M/2)-\mu(n_0-M/2)}{2}-\frac{IM}{2}.$$

$B(M)$ plays the part of the Lagrange multiplier that, in a constrained calculation, holds the moment at $M$: it makes $E(M')-B(M)\,M'$ stationary at $M'=M$. Clearly $B(0)=0$, and

$$B'(0)=\frac12\left(\frac{1}{2D}+\frac{1}{2D}\right)-\frac I2=\frac12\left(\frac1D-I\right).$$

Suppose $ID<1$, so that $B'(0)>0$. Then $B(y)/y>0$ for all sufficiently small $y\neq0$. For small $M\ne0$ the mean value theorem supplies some $c$ with $0<c<1$ and

$$E(M)-E(0)=M\,B(cM)=cM^2\,\frac{B(cM)}{cM}>0.$$

This is a strict local minimum, with no remainder to estimate. If $ID>1$, the same argument applied to $-E$ gives a strict local maximum. Points arbitrarily close to $M=0$ then have lower energy, so $M=0$ is not a local minimum.

Two further results concern $ID>1$ and $ID=1$.

- **A polarized minimum.** Let $ID>1$, restrict the moment to $|M|\le m$ with $m>0$, and let $T$ be continuous on $[n_0-m/2,\,n_0+m/2]$. Then $E$ attains a minimum on $[0,m]$. Since $E(-M)=E(M)$, this is also the minimum on $[-m,m]$. It cannot lie at $M=0$, so it is attained at a pair $\pm M$ with $M>0$.
- **The marginal case.** For the band $T(n)=(n-n_0)^2/(2D)+c(n-n_0)^4$, where $c$ now denotes the quartic coefficient, $ID=1$ makes the quadratic terms cancel:

$$E(M)-E(0)=\frac{M^2}{4D}+\frac{cM^4}{8}-\frac{IM^2}{4}=\frac{cM^4}{8}.$$

The sign of $c$ then decides between a strict minimum and a strict maximum.

## The Lean file

```lean
import Mathlib

open Filter Topology

namespace StonerCriterion

noncomputable section

/-- Energy at magnetization `M`: the band energies of the two spin channels with
occupations `n₀ ± M/2`, minus the exchange energy `I M² / 4`. -/
def stonerEnergy (T : ℝ → ℝ) (n₀ I M : ℝ) : ℝ :=
  T (n₀ + M / 2) + T (n₀ - M / 2) - I * M ^ 2 / 4

/-- The field conjugate to the magnetization: half the difference of the Fermi levels `μ`
of the two spin channels, minus the exchange field `I M / 2`. -/
def constrainingField (μ : ℝ → ℝ) (n₀ I M : ℝ) : ℝ :=
  (μ (n₀ + M / 2) - μ (n₀ - M / 2)) / 2 - I * M / 2

/-- Every other point close to `x` has a higher energy than `x`. -/
def StrictLocalMin (F : ℝ → ℝ) (x : ℝ) : Prop := ∀ᶠ y in 𝓝[≠] x, F x < F y

/-- Every other point close to `x` has a lower energy than `x`. -/
def StrictLocalMax (F : ℝ → ℝ) (x : ℝ) : Prop := ∀ᶠ y in 𝓝[≠] x, F y < F x

/-- Reversing the magnetization leaves the energy unchanged. -/
theorem stonerEnergy_neg (T : ℝ → ℝ) (n₀ I M : ℝ) :
    stonerEnergy T n₀ I (-M) = stonerEnergy T n₀ I M := by
  have h1 : n₀ + -M / 2 = n₀ - M / 2 := by ring
  have h2 : n₀ - -M / 2 = n₀ + M / 2 := by ring
  unfold stonerEnergy
  rw [h1, h2]
  ring

/-- If `T` has derivative `μ` at the occupations `n₀ ± M/2` of the two channels, the derivative of
the energy with respect to the magnetization at `M` is the constraining field. -/
theorem hasDerivAt_stonerEnergy {T μ : ℝ → ℝ} {n₀ M : ℝ} (I : ℝ)
    (hup : HasDerivAt T (μ (n₀ + M / 2)) (n₀ + M / 2))
    (hdown : HasDerivAt T (μ (n₀ - M / 2)) (n₀ - M / 2)) :
    HasDerivAt (stonerEnergy T n₀ I) (constrainingField μ n₀ I M) M := by
  have h1 := ((hasDerivAt_id' M).div_const 2).const_add n₀
  have h2 := ((hasDerivAt_id' M).div_const 2).const_sub n₀
  have h3 := (((hasDerivAt_id' M).fun_mul (hasDerivAt_id' M)).const_mul I).div_const 4
  have ha := HasDerivAt.comp_of_eq M hup h1 rfl
  have hb := HasDerivAt.comp_of_eq M hdown h2 rfl
  refine (((ha.fun_add hb).fun_sub h3).congr_deriv ?_).congr_of_eventuallyEq
    (Eventually.of_forall fun m => ?_)
  · unfold constrainingField
    ring
  · simp only [stonerEnergy, Function.comp_apply]
    ring

/-- If the Fermi level rises with occupation at the rate `κ`, the constraining field has
slope `(κ - I) / 2` at zero magnetization. -/
theorem hasDerivAt_constrainingField {μ : ℝ → ℝ} {n₀ κ : ℝ} (I : ℝ)
    (hμ : HasDerivAt μ κ n₀) :
    HasDerivAt (constrainingField μ n₀ I) ((κ - I) / 2) 0 := by
  have h1 := ((hasDerivAt_id' (0 : ℝ)).div_const 2).const_add n₀
  have h2 := ((hasDerivAt_id' (0 : ℝ)).div_const 2).const_sub n₀
  have h3 := ((hasDerivAt_id' (0 : ℝ)).const_mul I).div_const 2
  have ha := HasDerivAt.comp_of_eq 0 hμ h1 (by simp)
  have hb := HasDerivAt.comp_of_eq 0 hμ h2 (by simp)
  refine ((((ha.fun_sub hb).div_const 2).fun_sub h3).congr_deriv ?_).congr_of_eventuallyEq
    (Eventually.of_forall fun m => ?_)
  · ring
  · simp only [constrainingField, Function.comp_apply]

/-- An energy whose derivative `g` vanishes at the origin and has positive slope there
has a strict local minimum at the origin. -/
theorem strictLocalMin_of_slope_pos {F g : ℝ → ℝ} {κ : ℝ}
    (hF : ∀ᶠ x in 𝓝 0, HasDerivAt F (g x) x) (h0 : g 0 = 0)
    (hg : HasDerivAt g κ 0) (hκ : 0 < κ) : StrictLocalMin F 0 := by
  have hs := (hasDerivAt_iff_tendsto_slope.1 hg).eventually (lt_mem_nhds hκ)
  rw [eventually_nhdsWithin_iff] at hs
  obtain ⟨δ, hδ, hb⟩ := Metric.eventually_nhds_iff.1 (hF.and hs)
  unfold StrictLocalMin
  rw [eventually_nhdsWithin_iff, Metric.eventually_nhds_iff]
  refine ⟨δ, hδ, fun x hx hx0 => ?_⟩
  have hx0' : x ≠ 0 := hx0
  have hx' : |x| < δ := by simpa [Real.dist_eq] using hx
  have hin : ∀ t ∈ Set.Icc (0 : ℝ) 1, dist (t * x) 0 < δ := by
    intro t ht
    rw [Real.dist_eq, sub_zero, abs_mul, abs_of_nonneg ht.1]
    nlinarith [mul_nonneg (sub_nonneg.2 ht.2) (abs_nonneg x)]
  have hd : ∀ t ∈ Set.Icc (0 : ℝ) 1,
      HasDerivAt (fun s => F (s * x)) (g (t * x) * x) t := by
    intro t ht
    have h1 := ((hasDerivAt_id' t).mul_const x).congr_deriv (one_mul x)
    exact HasDerivAt.comp_of_eq t (hb (hin t ht)).1 h1 rfl
  -- mean value theorem along the segment from 0 to x
  obtain ⟨c, hc, hce⟩ := exists_hasDerivAt_eq_slope (fun s => F (s * x))
    (fun s => g (s * x) * x) (by norm_num : (0 : ℝ) < 1)
    (fun t ht => (hd t ht).continuousAt.continuousWithinAt)
    (fun t ht => hd t (Set.Ioo_subset_Icc_self ht))
  have hcx : c * x ≠ 0 := mul_ne_zero hc.1.ne' hx0'
  have hpos := (hb (hin c (Set.Ioo_subset_Icc_self hc))).2 hcx
  rw [slope_def_field, h0, sub_zero, sub_zero] at hpos
  obtain ⟨q, hq⟩ : ∃ q, q = g (c * x) / (c * x) := ⟨_, rfl⟩
  rw [← hq] at hpos
  have e : q * (c * x) = g (c * x) := by
    rw [hq]
    exact div_mul_cancel₀ _ hcx
  have hx2 : 0 < x ^ 2 := by positivity
  have hgx : 0 < g (c * x) * x := by
    calc 0 < q * (c * x ^ 2) := mul_pos hpos (mul_pos hc.1 hx2)
      _ = g (c * x) * x := by rw [← e]; ring
  simp only [one_mul, zero_mul, sub_zero, div_one] at hce
  linarith

/-- **Stoner criterion.** Let the band energy per spin `T` have Fermi level `μ = T'` near `n₀`, with
`μ'(n₀) = 1/D` and `D > 0`. The unpolarized state is a strict local minimum of the energy if `I D <
1`, and a strict local maximum, hence not a local minimum, if `I D > 1`. -/
theorem stoner_criterion {T μ : ℝ → ℝ} {n₀ D I : ℝ} (hD : 0 < D)
    (hT : ∀ᶠ n in 𝓝 n₀, HasDerivAt T (μ n) n) (hμ : HasDerivAt μ (1 / D) n₀) :
    (I * D < 1 → StrictLocalMin (stonerEnergy T n₀ I) 0) ∧
    (1 < I * D → StrictLocalMax (stonerEnergy T n₀ I) 0 ∧
      ¬ IsLocalMin (stonerEnergy T n₀ I) 0) := by
  have c1 : Continuous (fun M : ℝ => n₀ + M / 2) := by fun_prop
  have c2 : Continuous (fun M : ℝ => n₀ - M / 2) := by fun_prop
  have hE : ∀ᶠ M in 𝓝 0,
      HasDerivAt (stonerEnergy T n₀ I) (constrainingField μ n₀ I M) M := by
    filter_upwards [(c1.tendsto' 0 n₀ (by simp)).eventually hT,
      (c2.tendsto' 0 n₀ (by simp)).eventually hT] with M ha hb
    exact hasDerivAt_stonerEnergy I ha hb
  have h0 : constrainingField μ n₀ I 0 = 0 := by simp [constrainingField]
  have hf := hasDerivAt_constrainingField I hμ
  constructor
  · intro h
    have hlt : I < 1 / D := (lt_div_iff₀ hD).2 h
    exact strictLocalMin_of_slope_pos hE h0 hf (by linarith)
  · intro h
    have hlt : 1 / D < I := (div_lt_iff₀ hD).2 h
    -- the inverted energy surface has a strict minimum
    have hneg : StrictLocalMin (fun M => -stonerEnergy T n₀ I M) 0 :=
      strictLocalMin_of_slope_pos (g := fun M => -constrainingField μ n₀ I M)
        (hE.mono fun M hM => hM.fun_neg) (by simp [h0]) hf.fun_neg (by linarith)
    unfold StrictLocalMin at hneg
    have hmax : ∀ᶠ M in 𝓝[≠] (0 : ℝ), stonerEnergy T n₀ I M < stonerEnergy T n₀ I 0 :=
      hneg.mono fun M hM => neg_lt_neg_iff.1 hM
    refine ⟨hmax, fun hmin => ?_⟩
    have hmin' : ∀ᶠ M in 𝓝 (0 : ℝ), stonerEnergy T n₀ I 0 ≤ stonerEnergy T n₀ I M := hmin
    obtain ⟨M, h1, h2⟩ := (hmax.and (hmin'.filter_mono nhdsWithin_le_nhds)).exists
    exact absurd h1 (not_lt_of_ge h2)

/-- Let `T`, `μ` and `D` be as in `stoner_criterion`, with `I D > 1`, and let `T` be continuous on
`[n₀ - m/2, n₀ + m/2]`, where `m > 0`. Among the magnetizations with `|M| ≤ m`, the lowest energy is
attained at a pair of opposite nonzero ones. -/
theorem exists_polarized_minimum {T μ : ℝ → ℝ} {n₀ D I m : ℝ} (hD : 0 < D) (hm : 0 < m)
    (hT : ∀ᶠ n in 𝓝 n₀, HasDerivAt T (μ n) n) (hμ : HasDerivAt μ (1 / D) n₀)
    (hc : ContinuousOn T (Set.Icc (n₀ - m / 2) (n₀ + m / 2))) (hI : 1 < I * D) :
    ∃ M, 0 < M ∧ M ≤ m ∧ ∀ M', |M'| ≤ m →
      stonerEnergy T n₀ I M ≤ stonerEnergy T n₀ I M' ∧
      stonerEnergy T n₀ I (-M) ≤ stonerEnergy T n₀ I M' := by
  have c1 : ContinuousOn (fun M : ℝ => n₀ + M / 2) (Set.Icc 0 m) := by fun_prop
  have c2 : ContinuousOn (fun M : ℝ => n₀ - M / 2) (Set.Icc 0 m) := by fun_prop
  have c3 : ContinuousOn (fun M : ℝ => I * M ^ 2 / 4) (Set.Icc 0 m) := by fun_prop
  have a1 := hc.comp c1 (by
    intro M hM
    simp only [Set.mem_Icc] at hM ⊢
    constructor <;> linarith [hM.1, hM.2])
  have a2 := hc.comp c2 (by
    intro M hM
    simp only [Set.mem_Icc] at hM ⊢
    constructor <;> linarith [hM.1, hM.2])
  have hcont : ContinuousOn (stonerEnergy T n₀ I) (Set.Icc 0 m) := (a1.add a2).sub c3
  obtain ⟨M, hM, hmin⟩ := isCompact_Icc.exists_isMinOn ⟨0, le_refl 0, hm.le⟩ hcont
  -- by spin-reversal symmetry the minimum over [0, m] is one over [-m, m]
  have hall : ∀ M', |M'| ≤ m → stonerEnergy T n₀ I M ≤ stonerEnergy T n₀ I M' := by
    intro M' hM'
    have h : stonerEnergy T n₀ I M ≤ stonerEnergy T n₀ I |M'| := hmin ⟨abs_nonneg M', hM'⟩
    rcases abs_choice M' with h' | h'
    · rwa [h'] at h
    · rwa [h', stonerEnergy_neg] at h
  have hne : M ≠ 0 := by
    intro hzero
    rw [hzero] at hall
    apply ((stoner_criterion hD hT hμ).2 hI).2
    show ∀ᶠ M' in 𝓝 (0 : ℝ), stonerEnergy T n₀ I 0 ≤ stonerEnergy T n₀ I M'
    filter_upwards [Metric.ball_mem_nhds (0 : ℝ) hm] with M' hM'
    rw [Metric.mem_ball, Real.dist_eq, sub_zero] at hM'
    exact hall M' hM'.le
  refine ⟨M, lt_of_le_of_ne hM.1 hne.symm, hM.2, fun M' hM' => ⟨hall M' hM', ?_⟩⟩
  rw [stonerEnergy_neg]
  exact hall M' hM'

/-- A model band energy with a quadratic and a quartic term around the occupation `n₀`. -/
def quarticBand (D c n₀ n : ℝ) : ℝ := (n - n₀) ^ 2 / (2 * D) + c * (n - n₀) ^ 4

/-- The Fermi level of the quartic model band. -/
def quarticLevel (D c n₀ n : ℝ) : ℝ := (n - n₀) / D + 4 * c * (n - n₀) ^ 3

/-- The quartic band has Fermi level `quarticLevel` at every occupation, and this level has
slope `1/D` at `n₀`. -/
theorem quarticBand_witness (D c n₀ : ℝ) :
    (∀ n, HasDerivAt (quarticBand D c n₀) (quarticLevel D c n₀ n) n) ∧
    HasDerivAt (quarticLevel D c n₀) (1 / D) n₀ := by
  have h : ∀ n, HasDerivAt (fun x : ℝ => x - n₀) 1 n :=
    fun n => (hasDerivAt_id' n).sub_const n₀
  constructor
  · intro n
    have h1 := (((h n).fun_pow 2).div_const (2 * D)).fun_add (((h n).fun_pow 4).const_mul c)
    refine h1.congr_deriv ?_
    simp only [quarticLevel, Nat.reduceSub, Nat.cast_ofNat]
    ring
  · have h1 := ((h n₀).div_const D).fun_add (((h n₀).fun_pow 3).const_mul (4 * c))
    exact h1.congr_deriv (by simp)

/-- At `I D = 1` the unpolarized state of the quartic band is a strict local minimum for a
positive quartic coefficient and a strict local maximum for a negative one. -/
theorem marginal_case {D I : ℝ} (c n₀ : ℝ) (hID : I * D = 1) :
    (0 < c → StrictLocalMin (stonerEnergy (quarticBand D c n₀) n₀ I) 0) ∧
    (c < 0 → StrictLocalMax (stonerEnergy (quarticBand D c n₀) n₀ I) 0) := by
  have hD : D ≠ 0 := by
    rintro rfl
    simp at hID
  have hI : I = 1 / D := eq_div_of_mul_eq hD hID
  -- the quadratic terms cancel and only the quartic one is left
  have e : ∀ M, stonerEnergy (quarticBand D c n₀) n₀ I M
      - stonerEnergy (quarticBand D c n₀) n₀ I 0 = c * M ^ 4 / 8 := by
    intro M
    unfold stonerEnergy quarticBand
    rw [hI]
    ring
  constructor
  · intro hc
    unfold StrictLocalMin
    filter_upwards [self_mem_nhdsWithin] with M hM
    have hM0 : M ≠ 0 := hM
    have h4 : 0 < M ^ 4 := by positivity
    linarith [e M, mul_pos hc h4]
  · intro hc
    unfold StrictLocalMax
    filter_upwards [self_mem_nhdsWithin] with M hM
    have hM0 : M ≠ 0 := hM
    have h4 : 0 < M ^ 4 := by positivity
    linarith [e M, mul_neg_of_neg_of_pos hc h4]

end

end StonerCriterion
```

```lean
#print axioms StonerCriterion.stoner_criterion
#print axioms StonerCriterion.exists_polarized_minimum
#print axioms StonerCriterion.marginal_case
```

```
'StonerCriterion.stoner_criterion' depends on axioms: [propext, Classical.choice, Quot.sound]
'StonerCriterion.exists_polarized_minimum' depends on axioms: [propext, Classical.choice, Quot.sound]
'StonerCriterion.marginal_case' depends on axioms: [propext, Classical.choice, Quot.sound]
```

## What the theorems say about the metal

`stonerEnergy T n₀ I` is the curve $E$, and `constrainingField μ n₀ I` is $B$. `StrictLocalMin F x` says that every point of some neighbourhood of `x`, except `x` itself, has a higher energy; the filter `𝓝[≠] x` expresses this punctured neighbourhood. `StrictLocalMax` reverses the inequality, and `IsLocalMin` is Mathlib's non-strict notion.

In `stoner_criterion`, the hypothesis `hT` says that $T$ has derivative $\mu$ at every occupation near $n_0$, and `hμ` says that $\mu$ has derivative $1/D$ at $n_0$. Every $C^2$ band energy with $T''(n_0)=1/D$ satisfies both. The relation between $1/D$ and the density of states enters as this hypothesis; it is not derived from a band structure. The factor $1/4$ in the exchange term and the counting of $D$ per spin together put the threshold at $ID=1$.

`exists_polarized_minimum` gives the pair of nonzero moments. It does not say that the pair is unique, and the minimum may sit at the limit $M=m$. `quarticBand_witness` shows that the quartic band meets the derivative hypotheses, and `marginal_case` treats it at $ID=1$.

For electronic structure, the criterion tells whether an unpolarized solution is stable against a uniform collinear moment, within a model that has one variable $M$, a fixed band energy function and a constant $I$. It does not address spin spirals or antiferromagnetic order. The result is also local: for $ID<1$ a lower energy at some larger moment remains possible.

A different formulation would assume `ContDiffAt ℝ 2 T n₀` and set the second derivative equal to $1/D$. That is closer to the textbook wording and needs no separate function `μ`, but it asks for more: the second derivative must exist and be continuous around $n_0$. The version in the file needs the slope of the Fermi level at $n_0$ alone.

## From the slope of the field to the shape of the energy

`hasDerivAt_stonerEnergy` obtains $E'=B$ from the chain rule, and `hasDerivAt_constrainingField` computes the slope of $B$ at zero, with `κ` in the place of $1/D$.

The central lemma is `strictLocalMin_of_slope_pos`, for a general energy `F` with derivative `g`. Here `κ` is the slope of `g` itself, which in the application is $(1/D-I)/2$. The lemma `hasDerivAt_iff_tendsto_slope` turns that derivative into a limit of the quotients $g(y)/y$, which are therefore positive near zero. The proof then picks a radius `δ` within which both this positivity and the differentiability of `F` hold.

The argument turns on Mathlib's mean value theorem, `exists_hasDerivAt_eq_slope`. It takes the derivative as an explicit function and works on an interval with its left end below its right end. Applied directly between $0$ and $x$, it would need separate cases for positive and negative $x$. The file applies it to `fun s => F (s * x)` on $[0,1]$ instead, where the derivative is `g (s * x) * x`. One application then covers both signs and yields $F(x)-F(0)=g(cx)\,x$. The `calc` block shows that the right-hand side is positive, by writing it as the quotient $g(cx)/(cx)$ times $cx^2$.

`stoner_criterion` converts $ID<1$ into $I<1/D$ and applies this lemma; for $ID>1$ it applies the lemma to the negated energy. To exclude a local minimum, it picks a nonzero $M$ near zero at which the strict and the non-strict inequality would both have to hold, which is a contradiction.

In `exists_polarized_minimum`, compactness of $[0,m]$ provides the minimizer, `stonerEnergy_neg` extends it to negative moments, and `stoner_criterion` excludes zero. In `marginal_case`, the identity `e` is the quartic energy difference computed above, and the sign of $cM^4$ finishes both parts.
